# The qubit channel \(\Phi(X)=(2\,\mathrm{Tr}(X)\,I-X)/3\) has no Kraus square root

Let \(X\) be a complex \(2\times2\) matrix, \(I\) the identity matrix and \(X^*\) the adjoint of \(X\). A Kraus map is a map \(X\mapsto\sum_a K_aXK_a^*\) with finitely many Kraus operators \(K_a\). It preserves the trace when \(\sum_a K_a^*K_a=I\), and I then call it a channel. My example is

\[
\Phi(X)=\frac{2\,\mathrm{Tr}(X)\,I-X}{3},
\]

which reverses the Bloch vector of a qubit state and shrinks it by a factor of three.

I believe that \(\Phi\) is a channel, but that it cannot be split into two equal steps: no Kraus map \(\Psi\) satisfies \(\Psi(\Psi(X))=\Phi(X)\) for every \(X\). The reason I have in mind is that \(\Phi\), seen as a linear map on the four-dimensional space of \(2\times 2\) matrices, has a negative determinant. Can this be made rigorous, and checked by machine in Lean?

## A negative determinant rules out the root

Yes. An explicit Kraus form shows that \(\Phi\) is a channel. That it has no Kraus square root follows from two other facts: the determinant of every Kraus map is real, and \(\det\Phi=-1/27\).

**Real determinants.** Every Kraus map \(\Psi\) commutes with the adjoint, because \((K_aXK_a^*)^*=K_aX^*K_a^*\) for each term. Maps with this property are said to preserve Hermiticity.

Let \(E_{kl}\) be the matrix unit with a 1 in row \(k\), column \(l\), and zeros elsewhere. In this basis \(\Psi\) has the superoperator matrix \(S_{(i,j),(k,l)}=[\Psi(E_{kl})]_{ij}\). Since \(E_{kl}^*=E_{lk}\),

\[
\overline{S_{(i,j),(k,l)}}=[\Psi(E_{kl})^*]_{ji}=[\Psi(E_{lk})]_{ji}=S_{(j,i),(l,k)} .
\]

Complex conjugation therefore applies one and the same permutation, \((i,j)\mapsto(j,i)\), to the rows and to the columns of \(S\). The sign of the permutation enters twice and cancels, so \(\overline{\det S}=\det S\). This holds in any finite dimension.

**The Kraus form.** Write \(X=\begin{pmatrix}a&b\\c&d\end{pmatrix}\). The three Pauli matrices give

\[
\sigma_xX\sigma_x=\begin{pmatrix}d&c\\b&a\end{pmatrix},\quad
\sigma_yX\sigma_y=\begin{pmatrix}d&-c\\-b&a\end{pmatrix},\quad
\sigma_zX\sigma_z=\begin{pmatrix}a&-b\\-c&d\end{pmatrix}.
\]

Their sum is

\[
\begin{pmatrix}a+2d&-b\\-c&2a+d\end{pmatrix}=2\,\mathrm{Tr}(X)\,I-X .
\]

So the operators \(\sigma_x/\sqrt3\), \(\sigma_y/\sqrt3\), \(\sigma_z/\sqrt3\) are Kraus operators of \(\Phi\). Each Pauli matrix is Hermitian and squares to \(I\), so the trace condition reads \(3\cdot I/3=I\).

**The determinant.** Use as coordinates the trace \(a+d\), the population difference \(a-d\) and the coherences \(b\) and \(c\). The diagonal entries of \(\Phi(X)\) are \((a+2d)/3\) and \((2a+d)/3\), with sum \(a+d\) and difference \(-(a-d)/3\). The coherences become \(-b/3\) and \(-c/3\). In these coordinates \(\Phi\) is diagonal with entries \(1,-\tfrac13,-\tfrac13,-\tfrac13\), and

\[
\det\Phi=-\frac1{27}.
\]

**The contradiction.** If \(\Psi\circ\Psi=\Phi\), then \((\det\Psi)^2=-1/27\). But \(\det\Psi\) is real, so its square is not negative.

## One state, and a root that is not physical

Take the pure state \(\rho=\begin{pmatrix}1&0\\0&0\end{pmatrix}\). The channel sends it to \(\begin{pmatrix}1/3&0\\0&2/3\end{pmatrix}\).

A square root does exist among trace-preserving complex-linear maps: keep the trace part \(\tfrac12\mathrm{Tr}(X)I\) and multiply the traceless part by \(i/\sqrt3\). Since \((i/\sqrt3)^2=-1/3\), two applications give \(\Phi\). On \(\rho\), one application gives

\[
\begin{pmatrix}\tfrac12+\tfrac{i}{2\sqrt3}&0\\0&\tfrac12-\tfrac{i}{2\sqrt3}\end{pmatrix},
\]

which has trace 1 but complex "populations". A second application returns \(1/3\) and \(2/3\). Linearity and trace preservation alone thus do not exclude a root; preservation of Hermiticity does.

The determinant argument is most transparent in dimension one. There an operator is a single number, a linear map is multiplication by some \(c\), and preserving Hermiticity means that \(c\) is real. The argument then reduces to the fact that the square of a real number is not negative.

## What the theorems say

The main theorem, `flipChannel_no_square_root`, has two parts. The first says that there are three \(2\times2\) matrices that satisfy the trace condition and whose Kraus map equals `flipChannel`, the Lean name for \(\Phi\). The second says that there are no number `r` and family `L` of `r` matrices for which `krausMap L`, applied twice, agrees with `flipChannel` on every `X`. The family `L` need not satisfy the trace condition, so Kraus maps that lose or gain trace are excluded too.

The objects correspond to the physics as follows.

- `Matrix (Fin 2) (Fin 2) ℂ` is the space of all qubit operators, not only of density matrices. Indices run over 0 and 1, and `ᴴ` is the adjoint.
- `krausMap K` is the complex-linear map \(X\mapsto\sum_aK_aXK_a^*\), for any finite index set.
- `PreservesHermiticity Φ` says that `Φ` commutes with the adjoint.
- `LinearMap.det` is the determinant of the map on operator space, not that of a density matrix.

The more general `no_even_root` holds in every finite dimension: a map whose determinant has negative real part is not the power \(2m\) of any Hermiticity-preserving map. It gives a sufficient condition only: from dimension two on, a positive determinant does not guarantee a Hermiticity-preserving root.

For a single qubit with a time-independent Lindblad generator, evolution over half the time would supply a Kraus square root of the full evolution, so \(\Phi\) cannot arise in this way at any time. That consequence relies on the standard theory of Lindblad semigroups, which the file does not develop.

```lean
import Mathlib

open Matrix

namespace ChannelWithoutSquareRoot

noncomputable section

/-- The map `X ↦ ∑ₐ Kₐ X Kₐ*` with Kraus operators `Kₐ`. -/
def krausMap {n ι : Type*} [Fintype n] [Fintype ι] (K : ι → Matrix n n ℂ) :
    Matrix n n ℂ →ₗ[ℂ] Matrix n n ℂ where
  toFun X := ∑ a, K a * X * (K a)ᴴ
  map_add' X Y := by
    simp only [Matrix.mul_add, Matrix.add_mul, Finset.sum_add_distrib]
  map_smul' c X := by
    simp only [Matrix.mul_smul, Matrix.smul_mul, Finset.smul_sum, RingHom.id_apply]

/-- A linear map on operators preserves Hermiticity when it commutes with the adjoint. -/
def PreservesHermiticity {n : Type*} (Φ : Matrix n n ℂ →ₗ[ℂ] Matrix n n ℂ) : Prop :=
  ∀ X, Φ Xᴴ = (Φ X)ᴴ

/-- An operator read as the list of its matrix elements. -/
def entries (n : Type*) : Matrix n n ℂ ≃ₗ[ℂ] (n × n → ℂ) where
  toFun X p := X p.1 p.2
  invFun f := Matrix.of fun i j => f (i, j)
  map_add' _ _ := rfl
  map_smul' _ _ := rfl
  left_inv _ := rfl
  right_inv _ := rfl

/-- The basis of matrix units of the operator space. -/
def unitBasis (n : Type*) [Fintype n] : Module.Basis (n × n) ℂ (Matrix n n ℂ) :=
  Module.Basis.ofEquivFun (entries n)

/-- Every Kraus map preserves Hermiticity. -/
theorem krausMap_preservesHermiticity {n ι : Type*} [Fintype n] [Fintype ι]
    (K : ι → Matrix n n ℂ) : PreservesHermiticity (krausMap K) := by
  intro X
  change ∑ a, K a * Xᴴ * (K a)ᴴ = (∑ a, K a * X * (K a)ᴴ)ᴴ
  rw [Matrix.conjTranspose_sum]
  refine Finset.sum_congr rfl fun a _ => ?_
  simp [Matrix.conjTranspose_mul, Matrix.mul_assoc]

/-- The determinant of a Hermiticity-preserving map on operators is real. -/
theorem det_real {n : Type*} [Fintype n] [DecidableEq n]
    {Φ : Matrix n n ℂ →ₗ[ℂ] Matrix n n ℂ} (h : PreservesHermiticity Φ) :
    starRingEnd ℂ (LinearMap.det Φ) = LinearMap.det Φ := by
  have hb : ∀ q, unitBasis n q = (entries n).symm (Pi.single q 1) := fun q =>
    congrFun (Module.Basis.coe_ofEquivFun (entries n)) q
  -- the adjoint exchanges the two indices of a matrix unit
  have hswap : ∀ q, (unitBasis n q)ᴴ = unitBasis n q.swap := by
    rintro ⟨k, l⟩
    rw [hb, hb]
    ext i j
    change star ((Pi.single (k, l) (1 : ℂ) : n × n → ℂ) (j, i))
      = (Pi.single (l, k) (1 : ℂ) : n × n → ℂ) (i, j)
    simp only [Pi.single_apply, Prod.mk.injEq]
    by_cases h1 : i = l <;> by_cases h2 : j = k <;> simp [h1, h2]
  have hent : ∀ p q, LinearMap.toMatrix (unitBasis n) (unitBasis n) Φ p q
      = Φ (unitBasis n q) p.1 p.2 := by
    intro p q
    rw [LinearMap.toMatrix_apply]
    rfl
  -- so conjugating the superoperator matrix only permutes its rows and columns
  have key : (starRingEnd ℂ).mapMatrix (LinearMap.toMatrix (unitBasis n) (unitBasis n) Φ)
      = (LinearMap.toMatrix (unitBasis n) (unitBasis n) Φ).submatrix
          (Equiv.prodComm n n) (Equiv.prodComm n n) := by
    ext p q
    change star (LinearMap.toMatrix (unitBasis n) (unitBasis n) Φ p q)
      = LinearMap.toMatrix (unitBasis n) (unitBasis n) Φ p.swap q.swap
    rw [hent p q, hent p.swap q.swap, ← hswap q, h (unitBasis n q)]
    rfl
  rw [← LinearMap.det_toMatrix (unitBasis n) Φ, RingHom.map_det, key,
    Matrix.det_submatrix_equiv_self]

/-- A map on operators whose determinant has negative real part is not an even power of any
Hermiticity-preserving map. -/
theorem no_even_root {n : Type*} [Fintype n] [DecidableEq n]
    {Φ Ψ : Matrix n n ℂ →ₗ[ℂ] Matrix n n ℂ} (hΨ : PreservesHermiticity Ψ)
    (hneg : (LinearMap.det Φ).re < 0) (m : ℕ) : Ψ ^ (2 * m) ≠ Φ := by
  intro h
  obtain ⟨r, hr⟩ := Complex.conj_eq_iff_real.mp (det_real hΨ)
  have hdet : LinearMap.det Φ = ((r ^ (2 * m) : ℝ) : ℂ) := by
    rw [← h, map_pow, hr, Complex.ofReal_pow]
  rw [hdet, Complex.ofReal_re, pow_mul] at hneg
  exact absurd hneg (not_lt_of_ge (by positivity))

/-- The qubit channel `Φ(X) = (2 Tr(X) I - X) / 3`. -/
def flipChannel : Matrix (Fin 2) (Fin 2) ℂ →ₗ[ℂ] Matrix (Fin 2) (Fin 2) ℂ where
  toFun X := (1 / 3 : ℂ) • ((2 * X.trace) • (1 : Matrix (Fin 2) (Fin 2) ℂ) - X)
  map_add' X Y := by
    simp only [Matrix.trace_add]
    module
  map_smul' c X := by
    simp only [Matrix.trace_smul, smul_eq_mul, RingHom.id_apply]
    module

/-- The three Pauli matrices. -/
def pauli : Fin 3 → Matrix (Fin 2) (Fin 2) ℂ :=
  ![!![0, 1; 1, 0], !![0, -Complex.I; Complex.I, 0], !![1, 0; 0, -1]]

/-- The number `1/√3`. -/
def invSqrt3 : ℂ := (((Real.sqrt 3)⁻¹ : ℝ) : ℂ)

/-- The square of `1/√3` is `1/3`. -/
theorem invSqrt3_mul_self : invSqrt3 * invSqrt3 = 1 / 3 := by
  rw [invSqrt3, ← Complex.ofReal_mul, ← mul_inv, Real.mul_self_sqrt (by norm_num)]
  norm_num

/-- Summing `σ X σ*` over the three Pauli matrices gives `2 Tr(X) I - X`. -/
theorem pauli_sum (X : Matrix (Fin 2) (Fin 2) ℂ) :
    ∑ a, pauli a * X * (pauli a)ᴴ = (2 * X.trace) • (1 : Matrix (Fin 2) (Fin 2) ℂ) - X := by
  rw [Fin.sum_univ_three]
  ext i j
  -- expand into matrix elements first, then insert the Pauli matrices
  simp only [Matrix.add_apply, Matrix.sub_apply, Matrix.smul_apply, Matrix.mul_apply,
    Matrix.conjTranspose_apply, Fin.sum_univ_two, Matrix.trace_fin_two]
  fin_cases i <;> fin_cases j <;> simp [pauli]
  all_goals
    try ring_nf
    try simp only [Complex.I_sq]
    try ring

/-- The Pauli matrices divided by `√3` are Kraus operators of the channel, and they satisfy
the trace-preservation condition `∑ₐ Kₐ* Kₐ = I`. -/
theorem flipChannel_kraus :
    ∑ a, (invSqrt3 • pauli a)ᴴ * (invSqrt3 • pauli a) = 1 ∧
      krausMap (fun a => invSqrt3 • pauli a) = flipChannel := by
  have hstar : star invSqrt3 = invSqrt3 := Complex.conj_ofReal _
  constructor
  · simp only [Matrix.conjTranspose_smul, Matrix.smul_mul, Matrix.mul_smul, smul_smul,
      hstar, invSqrt3_mul_self]
    rw [Fin.sum_univ_three]
    ext i j
    fin_cases i <;> fin_cases j <;>
      simp [pauli, Matrix.mul_apply, Fin.sum_univ_two] <;> norm_num
  · refine LinearMap.ext fun X => ?_
    change ∑ a, (invSqrt3 • pauli a) * X * (invSqrt3 • pauli a)ᴴ
      = (1 / 3 : ℂ) • ((2 * X.trace) • (1 : Matrix (Fin 2) (Fin 2) ℂ) - X)
    rw [← pauli_sum X, Finset.smul_sum]
    refine Finset.sum_congr rfl fun a _ => ?_
    simp only [Matrix.conjTranspose_smul, Matrix.smul_mul, Matrix.mul_smul, smul_smul,
      hstar, invSqrt3_mul_self]

/-- Coordinates of a qubit operator: trace, population difference and the two coherences. -/
def coords : Matrix (Fin 2) (Fin 2) ℂ ≃ₗ[ℂ] (Fin 4 → ℂ) where
  toFun X := ![X 0 0 + X 1 1, X 0 0 - X 1 1, X 0 1, X 1 0]
  invFun v := !![(v 0 + v 1) / 2, v 2; v 3, (v 0 - v 1) / 2]
  map_add' X Y := by ext i; fin_cases i <;> simp <;> ring
  map_smul' c X := by ext i; fin_cases i <;> simp <;> ring
  left_inv X := by ext i j; fin_cases i <;> fin_cases j <;> simp
  right_inv v := by ext i; fin_cases i <;> simp <;> ring

/-- The determinant of the channel, as a linear map on qubit operators, is `-1/27`. -/
theorem det_flipChannel : LinearMap.det flipChannel = ((-1 / 27 : ℝ) : ℂ) := by
  -- in these coordinates the channel is diagonal
  have h : coords.toLinearMap ∘ₗ flipChannel ∘ₗ coords.symm.toLinearMap
      = Matrix.toLin' (Matrix.diagonal ![(1 : ℂ), -1 / 3, -1 / 3, -1 / 3]) := by
    refine LinearMap.ext fun v => ?_
    rw [Matrix.toLin'_apply]
    ext i
    rw [Matrix.mulVec_diagonal]
    have hs : coords.symm v = !![(v 0 + v 1) / 2, v 2; v 3, (v 0 - v 1) / 2] := rfl
    have hf : ∀ X, flipChannel X
      = (1 / 3 : ℂ) • ((2 * X.trace) • (1 : Matrix (Fin 2) (Fin 2) ℂ) - X) := fun _ => rfl
    have hc : ∀ X, coords X = ![X 0 0 + X 1 1, X 0 0 - X 1 1, X 0 1, X 1 0] := fun _ => rfl
    change coords (flipChannel (coords.symm v)) i = _
    rw [hs, hf, hc]
    fin_cases i <;> simp [Matrix.trace_fin_two] <;> ring
  rw [← LinearMap.det_conj flipChannel coords, h, LinearMap.det_toLin', Matrix.det_diagonal]
  simp [Fin.prod_univ_succ]
  norm_num

/-- The channel `Φ(X) = (2 Tr(X) I - X) / 3` has a trace-preserving Kraus form, but no Kraus
map applied twice gives `Φ`. -/
theorem flipChannel_no_square_root :
    (∃ K : Fin 3 → Matrix (Fin 2) (Fin 2) ℂ,
      ∑ a, (K a)ᴴ * K a = 1 ∧ krausMap K = flipChannel) ∧
    ¬ ∃ (r : ℕ) (L : Fin r → Matrix (Fin 2) (Fin 2) ℂ),
      ∀ X, krausMap L (krausMap L X) = flipChannel X := by
  refine ⟨⟨fun a => invSqrt3 • pauli a, flipChannel_kraus⟩, ?_⟩
  rintro ⟨r, L, hL⟩
  have hneg : (LinearMap.det flipChannel).re < 0 := by
    rw [det_flipChannel, Complex.ofReal_re]
    norm_num
  refine no_even_root (krausMap_preservesHermiticity L) hneg 1 ?_
  refine LinearMap.ext fun X => ?_
  rw [mul_one, pow_two]
  exact hL X

/-- The linear map that keeps the trace part of a qubit operator and multiplies its traceless
part by `i/√3`. -/
def linearRoot : Matrix (Fin 2) (Fin 2) ℂ →ₗ[ℂ] Matrix (Fin 2) (Fin 2) ℂ where
  toFun X := (X.trace / 2) • (1 : Matrix (Fin 2) (Fin 2) ℂ)
    + (Complex.I * invSqrt3) • (X - (X.trace / 2) • (1 : Matrix (Fin 2) (Fin 2) ℂ))
  map_add' X Y := by
    simp only [Matrix.trace_add]
    module
  map_smul' c X := by
    simp only [Matrix.trace_smul, smul_eq_mul, RingHom.id_apply]
    module

/-- The complex-linear map `linearRoot` preserves the trace and, applied twice, gives the
channel. -/
theorem linearRoot_squares_to_flipChannel (X : Matrix (Fin 2) (Fin 2) ℂ) :
    (linearRoot X).trace = X.trace ∧ linearRoot (linearRoot X) = flipChannel X := by
  have hdef : ∀ Y, linearRoot Y = (Y.trace / 2) • (1 : Matrix (Fin 2) (Fin 2) ℂ)
    + (Complex.I * invSqrt3) • (Y - (Y.trace / 2) • (1 : Matrix (Fin 2) (Fin 2) ℂ)) :=
    fun _ => rfl
  have htr : (linearRoot X).trace = X.trace := by
    rw [hdef]
    simp only [Matrix.trace_add, Matrix.trace_sub, Matrix.trace_smul, Matrix.trace_one,
      Fintype.card_fin, smul_eq_mul]
    push_cast
    ring
  refine ⟨htr, ?_⟩
  -- the factor on the traceless part squares to `-1/3`
  have hs : (Complex.I * invSqrt3) * (Complex.I * invSqrt3) = -1 / 3 := by
    linear_combination (invSqrt3 * invSqrt3) * Complex.I_mul_I - invSqrt3_mul_self
  rw [hdef (linearRoot X), htr, hdef X]
  change _ = (1 / 3 : ℂ) • ((2 * X.trace) • (1 : Matrix (Fin 2) (Fin 2) ℂ) - X)
  linear_combination (norm := module)
    hs • (X - (X.trace / 2) • (1 : Matrix (Fin 2) (Fin 2) ℂ))

end

end ChannelWithoutSquareRoot
```

```lean
#print axioms ChannelWithoutSquareRoot.flipChannel_no_square_root
-- 'ChannelWithoutSquareRoot.flipChannel_no_square_root' depends on axioms: [propext, Classical.choice, Quot.sound]
#print axioms ChannelWithoutSquareRoot.linearRoot_squares_to_flipChannel
-- 'ChannelWithoutSquareRoot.linearRoot_squares_to_flipChannel' depends on axioms: [propext, Classical.choice, Quot.sound]
```

## How the Lean proof follows the calculation

`krausMap_preservesHermiticity` moves the adjoint inside the sum and compares the terms one by one.

`det_real` is the permutation argument. The basis `unitBasis` consists of the matrix units, indexed by pairs. Inside the proof, `hswap` is \(E_{kl}^*=E_{lk}\), `hent` identifies the entries of the superoperator matrix, and `key` is the displayed identity for \(\overline S\). The last rewrite uses `Matrix.det_submatrix_equiv_self`, which says that the same relabelling of rows and columns leaves a determinant unchanged.

`no_even_root` takes the real number `r` equal to \(\det\Psi\) and writes \(\det\Phi=r^{2m}\). After `pow_mul` turns this into \((r^2)^m\), `positivity` shows that it is not negative, against the hypothesis `hneg`.

`pauli_sum` checks the sum over the Pauli matrices entry by entry: `fin_cases` produces the four matrix elements, and `ring_nf` and `ring` do the algebra with \(i^2=-1\). `flipChannel_kraus` then inserts the factor \(1/\sqrt3\), which appears twice in each term and contributes \(1/3\) by `invSqrt3_mul_self`.

`coords` is the invertible change to trace, population difference and coherences. In `det_flipChannel`, the statement `h` says that the channel is diagonal in these coordinates. `LinearMap.det_conj` states that a change of coordinates preserves the determinant, and the product of the diagonal entries is \(-1/27\).

The main theorem supplies the scaled Pauli matrices for its first part. For the second, it applies `no_even_root` with `m` equal to 1. What remains is to show that the square of the map is the channel; the square is rewritten as two successive applications, and the assumption on `L` finishes the proof.

Finally, `linearRoot_squares_to_flipChannel` verifies the unphysical root. It first shows that the trace is preserved, so that the second application sees the same trace part. The equation `hs`, \((i/\sqrt3)^2=-1/3\), multiplied by the traceless part of `X`, then gives the result through `linear_combination`.
